# The N-point grid average of the Bernoulli polynomial B_n is B_n(s)/N^n

For every n ≥ 0, every real s and every N ≥ 1,

(1/N) Σ_{r=0}^{N−1} B_n((r+s)/N) = B_n(s)/N^n.

A Brillouin-zone integral is often approximated by an average over a uniform k-point grid, and the error depends on how smooth the integrand is when continued periodically. For a one-dimensional zone and the integrand B_n, the identity gives that error in closed form: at fixed s in [0,1], doubling N divides it by 2^n when n ≥ 1.

## Grid, integrand and scaled defect

Measure k in units of the reciprocal lattice vector and take one period, [0,1], as the zone. Its edges 0 and 1 are equivalent points: with k measured from Γ, both are Γ, not the boundary ±1/2 of the first Brillouin zone. The grid points are (r+s)/N with r = 0, …, N−1. The offset s is counted in grid spacings, so the actual shift is s/N. For 0 ≤ s ≤ 1 all points lie in the zone. For other s the identities below still hold for the polynomial, but some points lie outside the zone, and the average is then in general not that of the periodically continued integrand. Write A_N[f](s) for the average of f over this grid; in Lean it is `gridAverage f N s`.

```lean
import Mathlib

open Finset

namespace BernoulliGridConvergence

noncomputable section

/-- The average of `f` over the uniform grid of points `(r + s) / N`, `r = 0, ..., N - 1`,
with offset `s`, for `N ≥ 1`. -/
def gridAverage (f : ℝ → ℝ) (N : ℕ) (s : ℝ) : ℝ :=
  (∑ r ∈ range N, f (((r : ℝ) + s) / N)) / N
```

The Bernoulli polynomials are fixed by B_0 = 1, B_n′ = n B_{n−1}, and ∫₀¹ B_n dx = 0 for n ≥ 1. Mathlib's `bernoulliFun n` is B_n as a function on all real numbers, without periodic continuation. The induction below follows the quantity

D_n(s) = N^n A_N[B_n](s) − B_n(s),

called `scalingDefect N n s`.

```lean
/-- The difference between `N ^ n` times the grid average of the Bernoulli polynomial `B_n`
and the value `B_n(s)` at the offset. -/
def scalingDefect (N n : ℕ) (s : ℝ) : ℝ :=
  (N : ℝ) ^ n * gridAverage (bernoulliFun n) N s - bernoulliFun n s
```

## (a) Differentiating in the offset

Let f be differentiable everywhere with derivative f′. Show that

d/ds A_N[f](s) = A_N[f′](s)/N.

By the chain rule, each term f((r+s)/N) has the derivative f′((r+s)/N)·(1/N). Summing over r and dividing by N gives the average of f′ with one extra factor 1/N.

In Lean, `HasDerivAt g c s` says that g is differentiable at s with derivative c. The step `h` is the chain rule for one term, `HasDerivAt.fun_sum` adds the terms, and the last lines pull out the common factor.

```lean
/-- For an integrand that is differentiable everywhere, the derivative of a grid average with
respect to the offset is the grid average of the derivative of the integrand, divided by `N`. -/
theorem hasDerivAt_gridAverage {f f' : ℝ → ℝ} (hf : ∀ x, HasDerivAt f (f' x) x)
    (N : ℕ) (s : ℝ) :
    HasDerivAt (gridAverage f N) (gridAverage f' N s / N) s := by
  have h : ∀ r ∈ range N, HasDerivAt (fun t : ℝ => f (((r : ℝ) + t) / N))
      (f' (((r : ℝ) + s) / N) * (1 / N)) s := fun r _ =>
    (hf (((r : ℝ) + s) / N)).comp s
      (((hasDerivAt_id' s).const_add (r : ℝ)).div_const (N : ℝ))
  have h2 := (HasDerivAt.fun_sum h).div_const (N : ℝ)
  refine HasDerivAt.congr_deriv h2 ?_
  unfold gridAverage
  rw [← Finset.sum_mul]
  ring
```

## (b) Moving the grid by one spacing

For any f and N ≥ 1, show that

A_N[f](1) − A_N[f](0) = (f(1) − f(0))/N.

The difference of the two sums telescopes:

Σ_{r=0}^{N−1} [f((r+1)/N) − f(r/N)] = f(1) − f(0).

Dividing by N gives the claim. No smoothness is needed: the two grids share every point except the zone edges. `Finset.sum_range_sub` supplies the telescoping sum.

```lean
/-- Moving the offset of a grid with `N ≥ 1` points from 0 to 1 changes the average by the
difference of the integrand between the two zone edges, divided by `N`. -/
theorem gridAverage_one_sub_zero (f : ℝ → ℝ) {N : ℕ} (hN : 1 ≤ N) :
    gridAverage f N 1 - gridAverage f N 0 = (f 1 - f 0) / N := by
  have hN' : (N : ℝ) ≠ 0 := by
    have : N ≠ 0 := by omega
    exact_mod_cast this
  -- the two sums share all points except the zone edges
  have h := Finset.sum_range_sub (fun r : ℕ => f ((r : ℝ) / N)) N
  simp only [Nat.cast_add, Nat.cast_one, Nat.cast_zero, zero_div, div_self hN',
    Finset.sum_sub_distrib] at h
  unfold gridAverage
  simp only [add_zero]
  rw [← sub_div, h]
```

## (c) A derivative rule for the defects

For N ≥ 1 and m ≥ 0, show that

D_{m+1}′(x) = (m+1) D_m(x).

Since B_{m+1}′ = (m+1) B_m, part (a) gives

d/dx { N^{m+1} A_N[B_{m+1}](x) } = N^{m+1} (m+1) A_N[B_m](x)/N = (m+1) N^m A_N[B_m](x).

Subtracting B_{m+1}′(x) = (m+1) B_m(x) leaves (m+1) D_m(x). In the proof, `h1` is the rule for the polynomials, `e` takes the constant m+1 out of the average, and `h3` cancels one power of N.

```lean
/-- The scaling defects of successive Bernoulli polynomials on a grid with `N ≥ 1` points
obey the same derivative rule as the polynomials themselves. -/
theorem hasDerivAt_scalingDefect {N : ℕ} (hN : 1 ≤ N) (m : ℕ) (x : ℝ) :
    HasDerivAt (scalingDefect N (m + 1)) (((m : ℝ) + 1) * scalingDefect N m x) x := by
  have hN' : (N : ℝ) ≠ 0 := by
    have : N ≠ 0 := by omega
    exact_mod_cast this
  have h1 : ∀ y, HasDerivAt (bernoulliFun (m + 1)) (((m : ℝ) + 1) * bernoulliFun m y) y := by
    intro y
    simpa using hasDerivAt_bernoulliFun (m + 1) y
  have e : gridAverage (fun y => ((m : ℝ) + 1) * bernoulliFun m y) N x
      = ((m : ℝ) + 1) * gridAverage (bernoulliFun m) N x := by
    simp only [gridAverage, ← Finset.mul_sum, mul_div_assoc]
  have h2 := ((hasDerivAt_gridAverage h1 N x).const_mul ((N : ℝ) ^ (m + 1))).fun_sub (h1 x)
  refine HasDerivAt.congr_deriv h2 ?_
  rw [e, pow_succ]
  unfold scalingDefect
  have h3 : (N : ℝ) ^ m * N * (((m : ℝ) + 1) * gridAverage (bernoulliFun m) N x / N)
      = ((m : ℝ) + 1) * ((N : ℝ) ^ m * gridAverage (bernoulliFun m) N x) := by
    field_simp
  linear_combination h3
```

## (d) The grid average at every order

Show that D_n(s) = 0 for all n ≥ 0, all real s and N ≥ 1, and hence that

A_N[B_n](s) = B_n(s)/N^n.

Use induction on n. For n = 0 the average of the constant 1 is 1, so D_0 = 0.

Suppose D_n = 0 everywhere. By (c), D_{n+1}′ = 0, so D_{n+1} is a constant c. Again by (c), D_{n+2}′ = (n+2)c, and therefore

D_{n+2}(1) − D_{n+2}(0) = (n+2)c.

The left side can also be found directly. The edge values of B_{n+2} agree, because

B_{n+2}(1) − B_{n+2}(0) = (n+2) ∫₀¹ B_{n+1} dx = 0.

By (b), the grid averages of B_{n+2} at offsets 0 and 1 then agree too. So (n+2)c = 0, and c = 0.

The Lean proof has the same order. `hc` shows that D_{n+1} is constant, `hlin` and `h10` that D_{n+2} is linear, `hend` that its values at 0 and 1 agree, and `h0` that the slope vanishes. The equality of the edge values is taken from Mathlib.

```lean
/-- For every order `n`, every real offset `s` and every `N ≥ 1`, the grid average of the
Bernoulli polynomial `B_n` equals `B_n(s) / N ^ n`. -/
theorem gridAverage_bernoulli (n : ℕ) {N : ℕ} (hN : 1 ≤ N) (s : ℝ) :
    gridAverage (bernoulliFun n) N s = bernoulliFun n s / (N : ℝ) ^ n := by
  have hN' : (N : ℝ) ≠ 0 := by
    have : N ≠ 0 := by omega
    exact_mod_cast this
  have key : ∀ n s, scalingDefect N n s = 0 := by
    intro n
    induction n with
    | zero =>
      intro s
      have hB : ∀ x, bernoulliFun 0 x = 1 := by
        intro x
        simp [bernoulliFun]
      simp [scalingDefect, gridAverage, hB, hN']
    | succ n ih =>
      -- the defect of order n + 1 is constant
      have hc : ∀ x, scalingDefect N (n + 1) x = scalingDefect N (n + 1) 0 := fun x =>
        is_const_of_deriv_eq_zero
          (fun y => (hasDerivAt_scalingDefect hN n y).differentiableAt)
          (fun y => by rw [(hasDerivAt_scalingDefect hN n y).deriv, ih, mul_zero]) x 0
      -- hence the defect of order n + 2 is linear in the offset
      have hlin : ∀ y, HasDerivAt (fun t => scalingDefect N (n + 1 + 1) t
          - ((n : ℝ) + 2) * scalingDefect N (n + 1) 0 * t) 0 y := by
        intro y
        refine ((hasDerivAt_scalingDefect hN (n + 1) y).fun_sub ((hasDerivAt_id' y).const_mul
          (((n : ℝ) + 2) * scalingDefect N (n + 1) 0))).congr_deriv ?_
        rw [hc y]
        push_cast
        ring
      have h10 := is_const_of_deriv_eq_zero (fun y => (hlin y).differentiableAt)
        (fun y => (hlin y).deriv) 1 0
      -- its values at offsets 0 and 1 agree, so the slope vanishes
      have hend : scalingDefect N (n + 1 + 1) 1 = scalingDefect N (n + 1 + 1) 0 := by
        have t := gridAverage_one_sub_zero (bernoulliFun (n + 1 + 1)) hN
        have e := bernoulliFun_endpoints_eq_of_ne_one (k := n + 1 + 1) (by omega)
        rw [e, sub_self, zero_div] at t
        unfold scalingDefect
        rw [e, sub_eq_zero.mp t]
      have h0 : ((n : ℝ) + 2) * scalingDefect N (n + 1) 0 = 0 := by

        rw [hend] at h10
        linarith
      intro s
      rw [hc s]
      exact (mul_eq_zero.mp h0).resolve_left (by positivity)
  rw [eq_div_iff (pow_ne_zero n hN')]
  have h := key n s
  unfold scalingDefect at h
  linarith
```

## (e) Smoothness across the zone edge

Show that the m-th derivative of B_n satisfies

B_n^(m)(1) − B_n^(m)(0) = n! if m + 1 = n, and 0 otherwise.

For m ≤ n, repeated differentiation gives

B_n^(m) = n(n−1)⋯(n−m+1) B_{n−m},

and for m > n the derivative is zero. Among the Bernoulli polynomials only B_1 = x − 1/2 has different values at the two edges, and the difference is 1. So only m = n−1 contributes, with prefactor n!.

Continued periodically, B_1 has a jump, like the occupation of a band at a Fermi point at zero temperature. B_2 has a kink, like the occupied band energy measured from the Fermi level in one dimension.

In Lean, `iteratedDeriv m` is the m-th derivative and `descFactorial` the falling product; `hd` proves the derivative formula, and `by_cases` separates m + 1 = n from the rest.

```lean
/-- The `m`-th derivative of `B_n` differs between the zone edges 1 and 0 by `n!` when
`m = n - 1` with `n ≥ 1`, and takes equal values there for every other `m`. -/
theorem edge_mismatch (n m : ℕ) :
    iteratedDeriv m (bernoulliFun n) 1 - iteratedDeriv m (bernoulliFun n) 0
      = if m + 1 = n then (n.factorial : ℝ) else 0 := by
  have hd : ∀ m, iteratedDeriv m (bernoulliFun n)
      = fun x => (n.descFactorial m : ℝ) * bernoulliFun (n - m) x := by
    intro m
    induction m with
    | zero => ext x; simp
    | succ m ih =>
      rw [iteratedDeriv_succ, ih]
      ext x
      rw [((hasDerivAt_bernoulliFun (n - m) x).const_mul _).deriv, Nat.descFactorial_succ,
        Nat.sub_sub, Nat.cast_mul]
      ring
  simp only [hd, bernoulliFun_eval_one]
  by_cases h : m + 1 = n
  · subst h
    have h1 : m + 1 - m = 1 := by omega
    have h2 : (m + 1).descFactorial m = (m + 1).factorial := by
      rw [← Nat.descFactorial_self, Nat.descFactorial_succ, h1, one_mul]
    simp only [h1, h2, ↓reduceIte]
    ring
  · have h1 : ¬ (n - m = 1) := by omega
    rw [if_neg h1, if_neg h]
    ring
```

## (f) The scaled quadrature error

For n ≥ 1 and N ≥ 1, show that

N^n { A_N[B_n](s) − ∫₀¹ B_n dx } = B_n(s).

The integral is zero for n ≥ 1, so the error is the average itself, and (d) gives the result. The condition n ≥ 1 is needed: for n = 0 the average and the integral are both 1, so the left side is 0 while B_0(s) = 1.

The Lean proof rewrites with these two facts and cancels N^n.

```lean
/-- For `n ≥ 1` and `N ≥ 1`, the grid error of `B_n` (average minus integral over the zone)
multiplied by `N ^ n` is `B_n(s)`. -/
theorem scaled_grid_error {n N : ℕ} (hn : n ≠ 0) (hN : 1 ≤ N) (s : ℝ) :
    (N : ℝ) ^ n * (gridAverage (bernoulliFun n) N s - ∫ x in (0 : ℝ)..1, bernoulliFun n x)
      = bernoulliFun n s := by
  have hN' : (N : ℝ) ≠ 0 := by
    have : N ≠ 0 := by omega
    exact_mod_cast this
  rw [integral_bernoulliFun_eq_zero hn, gridAverage_bernoulli n hN, sub_zero]
  field_simp
```

## (g) No faster power of 1/N

Let n ≥ 1 and B_n(s) ≠ 0. Show that there is no constant C with

|A_N[B_n](s) − ∫₀¹ B_n dx| ≤ C/N^{n+1} for all N ≥ 1.

If there were, (f) would give |B_n(s)|/N^n ≤ C/N^{n+1}, that is, N |B_n(s)| ≤ C for all N ≥ 1. This fails once N exceeds C/|B_n(s)|.

The offset matters. For n = 1 and s = 1/2 we have B_1(1/2) = 0, the error vanishes for every N, and C = 0 satisfies the bound. A fortunate offset can thus hide the rate set by the smoothness.

Lean chooses an N above C/|B_n(s)| and applies the supposed bound at N + 1, which is certainly at least 1; `nlinarith` finds the contradiction.

```lean
/-- For `n ≥ 1` and an offset with `B_n(s) ≠ 0`, no constant `C` bounds the grid error of
`B_n` by `C / N ^ (n + 1)` for all `N ≥ 1`. -/
theorem no_faster_rate {n : ℕ} (hn : n ≠ 0) {s : ℝ} (hs : bernoulliFun n s ≠ 0) :
    ¬ ∃ C : ℝ, ∀ N : ℕ, 1 ≤ N →
      |gridAverage (bernoulliFun n) N s - ∫ x in (0 : ℝ)..1, bernoulliFun n x|
        ≤ C / (N : ℝ) ^ (n + 1) := by
  rintro ⟨C, hC⟩
  have hb : 0 < |bernoulliFun n s| := abs_pos.mpr hs
  obtain ⟨N, hN⟩ := exists_nat_gt (C / |bernoulliFun n s|)
  rw [div_lt_iff₀ hb] at hN
  have hp : (0 : ℝ) < ((N + 1 : ℕ) : ℝ) := by positivity
  have e : ∀ M : ℝ, 0 < M →
      |bernoulliFun n s| / M ^ n * M ^ (n + 1) = |bernoulliFun n s| * M := by
    intro M hM
    rw [pow_succ]
    field_simp
  have h := hC (N + 1) (by omega)
  rw [integral_bernoulliFun_eq_zero hn, sub_zero, gridAverage_bernoulli n (by omega), abs_div,
    abs_of_pos (pow_pos hp n), le_div_iff₀ (pow_pos hp (n + 1)), e _ hp] at h
  push_cast at h
  nlinarith
```

## (h) Edge-centred and midpoint grids for a kink

For n = 2 and N ≥ 1, show that

N² { A_N[B_2](s) − ∫₀¹ B_2 dx } = s² − s + 1/6.

By (f) the left side is B_2(s). From B_2′ = 2B_1 = 2x − 1 we get B_2 = x² − x + b with a constant b, and zero integral requires 1/3 − 1/2 + b = 0, so b = 1/6.

Take N = 2. With s = 0 the points are 0 and 1/2, the values are 1/6 and −1/12, and the average is 1/24 = (1/6)/4. With s = 1/2 the points are 1/4 and 3/4, both values are −1/48, and so is the average, which equals (−1/12)/4. For this integrand the midpoint grid has half the error of the edge-centred grid, with the opposite sign, and both errors fall as 1/N².

The Lean proof applies (f), inserts the Bernoulli number `bernoulli 2 = 1 / 6` and expands the polynomial.

```lean
/-- For the quadratic Bernoulli polynomial and `N ≥ 1`, the grid error multiplied by `N ^ 2`
is `s ^ 2 - s + 1 / 6`, where `s` is the grid offset. -/
theorem quadratic_grid_error {N : ℕ} (hN : 1 ≤ N) (s : ℝ) :
    (N : ℝ) ^ 2 * (gridAverage (bernoulliFun 2) N s - ∫ x in (0 : ℝ)..1, bernoulliFun 2 x)
      = s ^ 2 - s + 1 / 6 := by
  rw [scaled_grid_error two_ne_zero hN]
  have h2 : bernoulli 2 = 1 / 6 := by
    rw [bernoulli_eq_bernoulli'_of_ne_one (by norm_num), bernoulli'_two]
  simp [bernoulliFun, Polynomial.bernoulli, Finset.sum_range_succ, h2]
  ring

end

end BernoulliGridConvergence
```

```lean
#print axioms BernoulliGridConvergence.gridAverage_bernoulli
-- 'BernoulliGridConvergence.gridAverage_bernoulli' depends on axioms: [propext, Classical.choice, Quot.sound]
#print axioms BernoulliGridConvergence.edge_mismatch
-- 'BernoulliGridConvergence.edge_mismatch' depends on axioms: [propext, Classical.choice, Quot.sound]
#print axioms BernoulliGridConvergence.no_faster_rate
-- 'BernoulliGridConvergence.no_faster_rate' depends on axioms: [propext, Classical.choice, Quot.sound]
#print axioms BernoulliGridConvergence.quadratic_grid_error
-- 'BernoulliGridConvergence.quadratic_grid_error' depends on axioms: [propext, Classical.choice, Quot.sound]
```

## From the polynomial to a band

In a one-dimensional metal at zero temperature, without smearing, the singular points of the integrand sit at the Fermi wavevectors, in general not at the zone edge, and there is more than one of them. One way to carry the rate over is to write the integrand as a sum of multiples of the periodically continued B_n, one shifted to each singular point, plus a remainder whose grid error falls faster; such a decomposition is not proved here. The offsets that count are then the grid's positions relative to those points, which generally change with N, so the error can oscillate within an envelope of order 1/N^n.
